# Rotation- and permutation-invariant power spectra and bispectra of planar neighbour angles

An atom in a flat layer sees its neighbours in certain directions. Measured from a fixed axis in the plane, these directions are angles $t_j$, one for each neighbour $j$. The list of angles is a poor input for a model of the atom's energy, because it changes when the whole layer is turned and when the neighbours are numbered differently, while the energy of the isolated layer does neither. Which functions of the angles are free of both defects, and how much of the geometry do they still see?

## Phases under rotation and how they cancel

Let the neighbours be labelled by a finite set, and for every integer $m$ define the angular Fourier coefficient

$$c_m=\sum_j e^{i m t_j}.$$

Renumbering the neighbours only reorders the sum, so $c_m$ doesn't change. A common rotation by an angle $a$ replaces each $t_j$ by $t_j+a$, and the new coefficient is

$$c_m'=\sum_j e^{i m (t_j+a)}=e^{i m a}\sum_j e^{i m t_j}=e^{i m a}c_m .$$

The coefficient is thus permutation invariant but only rotation equivariant: it picks up a phase set by its order $m$. Invariants arise from combinations in which the phases cancel. The power spectrum $|c_m|^2$ is one, since $|e^{ima}|=1$. The bispectrum $c_p c_q\overline{c_{p+q}}$ is another:

$$c_p'c_q'\overline{c_{p+q}'}=e^{ipa}e^{iqa}e^{-i(p+q)a}\,c_pc_q\overline{c_{p+q}}=c_pc_q\overline{c_{p+q}} .$$

**Pair angles.** The real and imaginary parts of $c_m$ are $\sum_j\cos(mt_j)$ and $\sum_j\sin(mt_j)$. Squaring and adding them gives

$$|c_m|^2=\sum_{j}\sum_{k}\bigl[\cos(mt_j)\cos(mt_k)+\sin(mt_j)\sin(mt_k)\bigr]=\sum_{j}\sum_{k}\cos\bigl(m(t_j-t_k)\bigr).$$

The power spectrum therefore depends only on the angles between pairs of neighbours, and on these only through an even function.

**A selection rule.** Take a finite product $\prod_k c_{m_k}$ with total order $M=\sum_k m_k$. Rotation multiplies it by $\prod_k e^{im_ka}=e^{iMa}$. If $M=0$, the product is invariant. Conversely, suppose that there is at least one neighbour and that the product is invariant for every configuration and every rotation. Put all $N$ neighbours at angle zero. Every coefficient then equals $N\neq0$, so the product $P$ is not zero. If $M$ were nonzero, rotation by $a=\pi/M$ would multiply $P$ by $e^{i\pi}=-1$, and invariance would give $-P=P$, hence $P=0$, a contradiction. So $M=0$. Since $\overline{c_m}=c_{-m}$, the two descriptors fit this rule, with orders $m,-m$ and $p,q,-(p+q)$.

**Mirror images.** Reflection in the reference axis changes $t_j$ to $-t_j$. The cosine sum stays and the sine sum changes sign, so $c_m$ becomes $\overline{c_m}$. The power spectrum is unchanged, and the bispectrum is replaced by its complex conjugate. The bispectrum thus tells a configuration from its mirror image whenever its imaginary part is nonzero. For neighbours at $0$, $\pi/6$ and $\pi/2$,

$$c_1=\Bigl(1+\tfrac{\sqrt3}{2}\Bigr)+\tfrac32 i,\qquad c_2=1+e^{i\pi/3}+e^{i\pi}=\tfrac12+\tfrac{\sqrt3}{2}i,$$

$$c_1^2=\Bigl(\sqrt3-\tfrac12\Bigr)+\Bigl(3+\tfrac{3\sqrt3}{2}\Bigr)i,$$

$$\operatorname{Im}\bigl(c_1^2\,\overline{c_2}\bigr)=\tfrac12\Bigl(3+\tfrac{3\sqrt3}{2}\Bigr)-\tfrac{\sqrt3}{2}\Bigl(\sqrt3-\tfrac12\Bigr)=\sqrt3 .$$

## Neighbourhoods as families of real angles

In the Lean file the neighbours are the elements of a finite type `ι`, and a configuration is a function `t : ι → ℝ`. A second finite type `κ` labels the factors of a product of coefficients.

```lean
import Mathlib

open ComplexConjugate

namespace PlanarNeighbourDescriptors

noncomputable section

variable {ι κ : Type*} [Fintype ι] [Fintype κ]
```

The coefficient takes an integer order. This matters physically: shifting a single angle by $2\pi$ describes the same direction, and it leaves $e^{imt_j}$ alone because $m$ is an integer. The product $mt_j$ is formed as a real number and then placed in the complex exponential, so the exponent is visibly imaginary and the exponential is a pure phase.

```lean
/-- The angular Fourier coefficient `c_m = ∑ j, exp (i m t_j)` of the neighbour angles `t`. -/
def coeff (t : ι → ℝ) (m : ℤ) : ℂ :=
  ∑ j, Complex.exp (((m : ℝ) * t j : ℝ) * Complex.I)
```

Only directions enter. Distances, chemical species and radial weights are absent, and every neighbour counts equally.

The two geometric operations act on the angle function. Relabelling needs no definition of its own, since it is the composition `t ∘ σ` with a permutation `σ`.

```lean
/-- A common rotation of all neighbours by the angle `a`. -/
def rotate (a : ℝ) (t : ι → ℝ) : ι → ℝ := fun j => t j + a

/-- The mirror image of the neighbourhood: every angle changes sign. -/
def mirror (t : ι → ℝ) : ι → ℝ := fun j => -t j
```

The power spectrum is defined as a real number and the bispectrum as a complex one; `conj` is complex conjugation.

```lean
/-- The power spectrum `|c_m|²`. -/
def powerSpectrum (t : ι → ℝ) (m : ℤ) : ℝ := ‖coeff t m‖ ^ 2

/-- The bispectrum `c_p c_q conj (c_(p+q))`. -/
def bispectrum (t : ι → ℝ) (p q : ℤ) : ℂ :=
  coeff t p * coeff t q * conj (coeff t (p + q))
```

The chiral example is a function on the three-element type `Fin 3`, whose elements are numbered from 0.

```lean
/-- Three neighbours at the angles `0`, `π/6` and `π/2`. -/
def chiralTriple : Fin 3 → ℝ := ![0, Real.pi / 6, Real.pi / 2]
```

## Equivariance and the two invariants

The next two lemmas split the coefficient into its cosine and sine sums. They serve the pair formula, the reflection rule and the numerical example.

```lean
lemma coeff_re (t : ι → ℝ) (m : ℤ) : (coeff t m).re = ∑ j, Real.cos (m * t j) := by
  simp only [coeff, Complex.re_sum, Complex.exp_ofReal_mul_I_re]

lemma coeff_im (t : ι → ℝ) (m : ℤ) : (coeff t m).im = ∑ j, Real.sin (m * t j) := by
  simp only [coeff, Complex.im_sum, Complex.exp_ofReal_mul_I_im]
```

The equivariance theorem holds for every real $a$, every configuration and every integer $m$. Its proof moves the phase inside the sum with `Finset.mul_sum`, compares the sums term by term, and merges the two exponentials with `Complex.exp_add`. What remains is $m(t_j+a)=ma+mt_j$, which `ring` settles.

```lean
/-- Equivariance: a common rotation by `a` multiplies `c_m` by `exp (i m a)`. -/
theorem coeff_rotate (a : ℝ) (t : ι → ℝ) (m : ℤ) :
    coeff (rotate a t) m = Complex.exp (((m : ℝ) * a : ℝ) * Complex.I) * coeff t m := by
  unfold coeff rotate
  rw [Finset.mul_sum]
  refine Finset.sum_congr rfl fun j _ => ?_
  rw [← Complex.exp_add]
  congr 1
  push_cast
  ring
```

Permutation invariance is the statement that a finite sum can be reordered.

```lean
/-- Relabelling the neighbours leaves every `c_m` unchanged. -/
theorem coeff_permute (σ : Equiv.Perm ι) (t : ι → ℝ) (m : ℤ) :
    coeff (t ∘ σ) m = coeff t m :=
  Equiv.sum_comp σ (fun j => Complex.exp (((m : ℝ) * t j : ℝ) * Complex.I))
```

Both descriptors are now shown invariant under a relabelling and a rotation applied together. Choosing `a = 0` or the identity permutation gives each invariance separately. For the power spectrum, the norm of a product is the product of the norms, and the phase has norm one.

```lean
/-- The power spectrum is invariant under a relabelling followed by a common rotation. -/
theorem powerSpectrum_invariant (a : ℝ) (σ : Equiv.Perm ι) (t : ι → ℝ) (m : ℤ) :
    powerSpectrum (rotate a (t ∘ σ)) m = powerSpectrum t m := by
  unfold powerSpectrum
  rw [coeff_rotate, coeff_permute, norm_mul, Complex.norm_exp_ofReal_mul_I, one_mul]
```

For the bispectrum, `h1` is $e^{ipa}e^{iqa}=e^{i(p+q)a}$ and `h2` is $e^{i(p+q)a}\,\overline{e^{i(p+q)a}}=1$. The final `linear_combination` puts these two identities together and multiplies them by the unrotated bispectrum, just as in the one-line cancellation above.

```lean
/-- The bispectrum is invariant under a relabelling followed by a common rotation. -/
theorem bispectrum_invariant (a : ℝ) (σ : Equiv.Perm ι) (t : ι → ℝ) (p q : ℤ) :
    bispectrum (rotate a (t ∘ σ)) p q = bispectrum t p q := by
  -- the phases of orders `p` and `q` combine to the phase of order `p + q`
  have h1 : Complex.exp (((p : ℝ) * a : ℝ) * Complex.I) *
      Complex.exp (((q : ℝ) * a : ℝ) * Complex.I) =
      Complex.exp ((((p + q : ℤ) : ℝ) * a : ℝ) * Complex.I) := by
    rw [← Complex.exp_add]
    congr 1
    push_cast
    ring
  -- and that phase is cancelled by its conjugate
  have h2 : Complex.exp ((((p + q : ℤ) : ℝ) * a : ℝ) * Complex.I) *
      conj (Complex.exp ((((p + q : ℤ) : ℝ) * a : ℝ) * Complex.I)) = 1 := by
    rw [Complex.mul_conj, Complex.normSq_eq_norm_sq, Complex.norm_exp_ofReal_mul_I]
    norm_num
  unfold bispectrum
  simp only [coeff_rotate, coeff_permute, map_mul]
  linear_combination (coeff t p * coeff t q * conj (coeff t (p + q))) *
    (conj (Complex.exp ((((p + q : ℤ) : ℝ) * a : ℝ) * Complex.I)) * h1 + h2)
```

## The power spectrum as a sum over pairs

The double sum runs over all ordered pairs, including $j=k$, so the diagonal contributes the number of neighbours. The proof writes the squared norm as the sum of the squared real and imaginary parts, expands each square into a double sum, and recognises the cosine of a difference in each term.

```lean
/-- The power spectrum is the sum over all ordered pairs of neighbours, including each neighbour
paired with itself, of the cosine of `m` times the angle between them. -/
theorem powerSpectrum_eq_sum_cos (t : ι → ℝ) (m : ℤ) :
    powerSpectrum t m = ∑ j, ∑ k, Real.cos (m * (t j - t k)) := by
  unfold powerSpectrum
  rw [Complex.sq_norm, Complex.normSq_apply, coeff_re, coeff_im,
    Finset.sum_mul_sum, Finset.sum_mul_sum, ← Finset.sum_add_distrib]
  refine Finset.sum_congr rfl fun j _ => ?_
  rw [← Finset.sum_add_distrib]
  refine Finset.sum_congr rfl fun k _ => ?_
  rw [mul_sub, Real.cos_sub]
```

## Which products of coefficients are invariant

The orders of the factors form a function `m : κ → ℤ`. The first theorem collects the phases of all factors into the phase of the total order; `Complex.exp_sum` turns the product of exponentials into the exponential of a sum.

```lean
/-- A product of coefficients of orders `m k` acquires under rotation the phase
of the total order `∑ k, m k`. -/
theorem prod_coeff_rotate (m : κ → ℤ) (a : ℝ) (t : ι → ℝ) :
    ∏ k, coeff (rotate a t) (m k) =
      Complex.exp ((((∑ k, m k : ℤ) : ℝ) * a : ℝ) * Complex.I) * ∏ k, coeff t (m k) := by
  simp only [coeff_rotate, Finset.prod_mul_distrib]
  rw [← Complex.exp_sum]
  congr 2
  push_cast
  rw [Finset.sum_mul, Finset.sum_mul]
```

The selection rule is an equivalence. Its left side quantifies over all angles `a` and all configurations `t`, with the orders held fixed. This is the right notion for a descriptor, which must work on every structure: for a particular configuration a product may happen to vanish and so be invariant whatever its orders are. The hypothesis `[Nonempty ι]` says that the atom has at least one neighbour. With none, every coefficient is zero, and a product such as $c_1$ alone would be invariant despite its nonzero order.

```lean
/-- Selection rule: a product of coefficients is rotation invariant for all configurations
of a nonempty neighbourhood exactly when its orders sum to zero. -/
theorem prod_coeff_invariant_iff [Nonempty ι] (m : κ → ℤ) :
    (∀ (a : ℝ) (t : ι → ℝ), ∏ k, coeff (rotate a t) (m k) = ∏ k, coeff t (m k)) ↔
      ∑ k, m k = 0 := by
  constructor
  · intro h
    by_contra hM
    have hM' : ((∑ k, m k : ℤ) : ℝ) ≠ 0 := Int.cast_ne_zero.mpr hM
    -- with all neighbours at angle zero no coefficient vanishes
    have hP : ∏ k, coeff (fun _ : ι => (0 : ℝ)) (m k) ≠ 0 := by
      refine Finset.prod_ne_zero_iff.mpr fun k _ => ?_
      simp [coeff]
    -- rotation by `π / M` flips the sign of the product
    have h1 := h (Real.pi / ((∑ k, m k : ℤ) : ℝ)) (fun _ => 0)
    rw [prod_coeff_rotate, mul_div_cancel₀ _ hM', Complex.exp_pi_mul_I] at h1
    apply hP
    linear_combination (-1 / 2 : ℂ) * h1
  · intro hM a t
    rw [prod_coeff_rotate, hM]
    simp
```

In the forward direction, `hP` is the nonvanishing of the product when all neighbours sit at angle zero, and `h1` is the invariance hypothesis applied to the rotation by $\pi/M$. After rewriting, `h1` reads $-P=P$, and the last line deduces $P=0$ from it. The reverse direction inserts $M=0$ into the phase.

The rule concerns single products. It does not say that such products, or the bispectrum alone, determine a neighbourhood up to rotation and relabelling.

## Telling a triple from its mirror image

Reflection conjugates each coefficient. Two complex numbers are equal when their real and imaginary parts agree, and `Complex.ext` reduces the claim to the evenness of the cosine and the oddness of the sine.

```lean
/-- Reflection replaces each coefficient by its complex conjugate. -/
theorem coeff_mirror (t : ι → ℝ) (m : ℤ) : coeff (mirror t) m = conj (coeff t m) := by
  apply Complex.ext
  · simp [coeff_re, mirror]
  · simp [coeff_im, mirror]
```

The example follows the computation by hand. The facts `h1` and `h2` give $c_1$ and $c_2$ by their real and imaginary parts, with `e` and `e'` simplifying the doubled angles so that the known values of sine and cosine apply. Expanding the imaginary part of $c_1^2\,\overline{c_2}$ leaves powers of $\sqrt3$, which `h3`, the identity $(\sqrt3)^2=3$, reduces to $\sqrt3$.

```lean
/-- For neighbours at `0`, `π/6` and `π/2` the bispectrum with `p = q = 1` has
imaginary part `√3`. -/
theorem bispectrum_chiralTriple_im : (bispectrum chiralTriple 1 1).im = Real.sqrt 3 := by
  have e : 2 * (Real.pi / 6) = Real.pi / 3 := by ring
  have e' : 2 * (Real.pi / 2) = Real.pi := by ring
  have v0 : chiralTriple 0 = 0 := rfl
  have v1 : chiralTriple 1 = Real.pi / 6 := rfl
  have v2 : chiralTriple 2 = Real.pi / 2 := rfl
  have h1 : coeff chiralTriple 1 = ⟨1 + Real.sqrt 3 / 2, 3 / 2⟩ := by
    apply Complex.ext
    · norm_num [coeff_re, Fin.sum_univ_three, v0, v1, v2]
    · norm_num [coeff_im, Fin.sum_univ_three, v0, v1, v2]
  have h2 : coeff chiralTriple (1 + 1) = ⟨1 / 2, Real.sqrt 3 / 2⟩ := by
    apply Complex.ext
    · norm_num [coeff_re, Fin.sum_univ_three, v0, v1, v2, e, e']
    · norm_num [coeff_im, Fin.sum_univ_three, v0, v1, v2, e, e']
  have h3 : Real.sqrt 3 ^ 2 = 3 := Real.sq_sqrt (by norm_num)
  rw [bispectrum, h1, h2]
  simp only [Complex.mul_im, Complex.mul_re, Complex.conj_re, Complex.conj_im]
  linear_combination (-(1 / 2) - Real.sqrt 3 / 8) * h3
```

The last theorem joins the two halves of the comparison: for this triple and its mirror image the power spectra agree at every order `m`, while the bispectra at $p=q=1$ differ. The first half holds because conjugation preserves the norm. For the second, the proof shows that the mirrored bispectrum is the conjugate of the original one. If the two were equal, the imaginary part would satisfy $-\sqrt3=\sqrt3$, which contradicts $\sqrt3>0$.

```lean
/-- The triple at `0`, `π/6`, `π/2` and its mirror image have the same power spectrum at
every order, but different bispectra at `p = q = 1`. -/
theorem bispectrum_detects_chirality :
    (∀ m, powerSpectrum (mirror chiralTriple) m = powerSpectrum chiralTriple m) ∧
      bispectrum (mirror chiralTriple) 1 1 ≠ bispectrum chiralTriple 1 1 := by
  constructor
  · intro m
    rw [powerSpectrum, powerSpectrum, coeff_mirror, Complex.norm_conj]
  · intro h
    -- reflection conjugates the bispectrum, so equality would make it real
    have hc : bispectrum (mirror chiralTriple) 1 1 = conj (bispectrum chiralTriple 1 1) := by
      simp only [bispectrum, coeff_mirror, map_mul]
    rw [hc] at h
    have him := congrArg Complex.im h
    rw [Complex.conj_im, bispectrum_chiralTriple_im] at him
    have hpos : 0 < Real.sqrt 3 := Real.sqrt_pos.mpr (by norm_num)
    linarith

end

end PlanarNeighbourDescriptors
```

Together with the invariance of the bispectrum, this means that no rotation and relabelling turns the triple into its mirror image: within the plane the triple is chiral.

For machine-learned interatomic models, restricted here to the directions of neighbours in a plane, the result says that any function of these power spectra and bispectra inherits rotation and permutation invariance without having to learn it from data. It also shows a limit of the power spectrum. A model that receives only $|c_m|^2$ must return the same value for the triple and for its mirror image. That does no harm for an energy that is itself unchanged by reflection, but for a quantity that changes sign under reflection, such a model can reproduce the sign change only by returning zero for this triple, even if the true value is not zero.

```lean
#print axioms PlanarNeighbourDescriptors.powerSpectrum_invariant
#print axioms PlanarNeighbourDescriptors.powerSpectrum_eq_sum_cos
#print axioms PlanarNeighbourDescriptors.prod_coeff_invariant_iff
#print axioms PlanarNeighbourDescriptors.bispectrum_detects_chirality
```

```
'PlanarNeighbourDescriptors.powerSpectrum_invariant' depends on axioms: [propext, Classical.choice, Quot.sound]
'PlanarNeighbourDescriptors.powerSpectrum_eq_sum_cos' depends on axioms: [propext, Classical.choice, Quot.sound]
'PlanarNeighbourDescriptors.prod_coeff_invariant_iff' depends on axioms: [propext, Classical.choice, Quot.sound]
'PlanarNeighbourDescriptors.bispectrum_detects_chirality' depends on axioms: [propext, Classical.choice, Quot.sound]
```
